# One matrix gives the Slater-matrix response of a one-body local energy for every nuclear coordinate

Take one electron in one orbital. Let $m(t)\neq 0$ be the orbital's value at the electron's position and $b(t)$ the value there after a one-body operator has acted on the orbital. The local energy is $b/m$, and

$$\frac{d}{dt}\frac{b}{m}=\frac{b'}{m}-\frac{b}{m^2}\,m'.$$

Whichever nuclear coordinate $t$ stands for, the factor $b/m^2$ is the same; only $b'$ and $m'$ change. With several electrons, $m$ and $b$ become matrices that need not commute, and the problems below find what replaces $b/m^2$.

## Orbital values as matrices

Let $M_{ij}=\varphi_j(r_i)$ be the value of orbital $j$ at electron $i$, and $B_{ij}=(o\varphi_j)(r_i)$ the value after the one-electron operator $o$ has acted. The full operator is $O=\sum_i o_i$, and $\Psi=\det M$; the usual factor $1/\sqrt{N!}$ for $N$ electrons cancels in $(O\Psi)/\Psi$. Entries are complex, so $r_i$ may include spin and $o$ may be an effective core potential with spin–orbit coupling.

The result supplies the one-body part of the local-energy derivative in quantum Monte Carlo forces, for a single determinant without a Jastrow factor. A full force also contains the response of the sampled distribution, which is not treated here. In Lean, $M$ and $B$ are arbitrary square matrices; their link to orbitals and to $o$ is the interpretation just given.

```lean
import Mathlib

open Matrix

namespace SlaterLocalEnergyForces

noncomputable section

variable {n : Type*}
```

A prime denotes the derivative in a real parameter, taken entry by entry at one point. `HasEntryDeriv M M' t` says that $M$ has derivative $M'$ at $t$.

```lean
/-- The matrix function `M` has derivative `M'` at the parameter value `t`, entry by entry. -/
def HasEntryDeriv (M : ℝ → Matrix n n ℂ) (M' : Matrix n n ℂ) (t : ℝ) : Prop :=
  ∀ i j, HasDerivAt (fun s => M s i j) (M' i j) t
```

## (a) The product rule for matrices

**Task.** For $A$ and $B$ differentiable at $t$, show that
$$(AB)'=A'B+AB'.$$

**Solution.** Since $(AB)_{ij}=\sum_k A_{ik}B_{kj}$, the ordinary product rule gives $\sum_k (A'_{ik}B_{kj}+A_{ik}B'_{kj})$. The factors keep their order. `HasDerivAt.fun_sum` carries out this termwise differentiation.

```lean
variable [Fintype n]

/-- The product rule for matrix functions, with the order of the factors kept. -/
theorem HasEntryDeriv.mul {A B : ℝ → Matrix n n ℂ} {A' B' : Matrix n n ℂ} {t : ℝ}
    (hA : HasEntryDeriv A A' t) (hB : HasEntryDeriv B B' t) :
    HasEntryDeriv (fun s => A s * B s) (A' * B t + A t * B') t := by
  intro i j
  simp only [Matrix.mul_apply, Matrix.add_apply]
  rw [← Finset.sum_add_distrib]
  exact HasDerivAt.fun_sum fun k _ => (hA i k).fun_mul (hB k j)
```

## The local energy as a ratio of determinants

The operator acts on one electron at a time, and electron $i$ appears only in row $i$ of $M$. So $O\Psi$ is a sum of determinants, each with one row of $M$ replaced by the same row of $B$. `localEnergy` divides this sum by $\det M$, which is meaningful away from the nodes of $\Psi$.

```lean
variable [DecidableEq n]

/-- The local energy `(O Ψ) / Ψ` of a one-body operator on a Slater determinant: each electron's
row of orbital values in `M` is replaced in turn by its row in `B`, where the operator has acted
on the orbitals. Its domain is `det M ≠ 0`. -/
def localEnergy (M B : Matrix n n ℂ) : ℂ :=
  (∑ i, (M.updateRow i (B i)).det) / M.det
```

The next definition names a matrix product that enters in part (e).

```lean
/-- The matrix `X = M⁻¹ B M⁻¹`, for an invertible Slater matrix `M`. -/
def forceMatrix (M B : Matrix n n ℂ) : Matrix n n ℂ := M⁻¹ * B * M⁻¹
```

## (b) Differentiability of the determinant

**Task.** Show that $\det M$ is differentiable at $t$ when all entries are, using
$$\det M=\sum_\sigma \operatorname{sgn}(\sigma)\prod_i M_{\sigma(i)\,i}.$$

**Solution.** A finite product of differentiable functions is differentiable, by induction on the number of factors; multiplying by signs and summing preserves this. The induction is `hprod`. Since $\det M$ is then continuous at $t$, a nonzero value there stays nonzero nearby, which parts (c) and (e) use.

```lean
/-- A Slater determinant is differentiable in a parameter when all its orbital values are. -/
theorem differentiableAt_det {M : ℝ → Matrix n n ℂ} {t : ℝ}
    (h : ∀ i j, DifferentiableAt ℝ (fun s => M s i j) t) :
    DifferentiableAt ℝ (fun s => (M s).det) t := by
  simp only [Matrix.det_apply']
  refine DifferentiableAt.fun_sum fun σ _ => ?_
  have hprod : ∀ S : Finset n,
      DifferentiableAt ℝ (fun s => ∏ i ∈ S, M s (σ i) i) t := by
    intro S
    induction S using Finset.induction_on with
    | empty => simp
    | insert a S ha ih =>
      simp only [Finset.prod_insert ha]
      exact (h _ _).mul ih
  exact (hprod Finset.univ).const_mul _
```

## (c) The response of the inverse

**Task.** For $\det M(t)\neq0$, show that
$$(M^{-1})'=-M^{-1}M'M^{-1}.$$

**Solution.** By Cramer's rule, $(M^{-1})_{ij}$ is a quotient. Its numerator is the determinant of $M$ with row $j$ replaced by the $i$-th unit vector, and its denominator is $\det M$. Both are differentiable by (b), so $M^{-1}$ has some derivative $N'$. Near $t$ we have $M^{-1}M=1$, and (a) gives
$$N'M+M^{-1}M'=0.$$
Multiplying by $M^{-1}$ from the right yields the claim. In the proof, `hz` is the displayed identity and `hN'` solves it.

```lean
/-- The inverse Slater matrix responds to a parameter as `(M⁻¹)' = -M⁻¹ M' M⁻¹`. -/
theorem HasEntryDeriv.inv {M : ℝ → Matrix n n ℂ} {M' : Matrix n n ℂ} {t : ℝ}
    (hM : HasEntryDeriv M M' t) (h0 : (M t).det ≠ 0) :
    HasEntryDeriv (fun s => (M s)⁻¹) (-((M t)⁻¹ * M' * (M t)⁻¹)) t := by
  have hdet := differentiableAt_det fun i j => (hM i j).differentiableAt
  have hev := hdet.continuousAt.eventually_ne h0
  -- Cramer's rule shows that the inverse is differentiable
  obtain ⟨N', hN⟩ : ∃ N', HasEntryDeriv (fun s => (M s)⁻¹) N' t := by
    refine ⟨Matrix.of fun i j => deriv (fun s => (M s)⁻¹ i j) t, fun i j => ?_⟩
    have hadj : DifferentiableAt ℝ (fun s => (M s).adjugate i j) t := by
      simp only [Matrix.adjugate_apply]
      refine differentiableAt_det fun k l => ?_
      by_cases hk : k = j
      · simp only [hk, Matrix.updateRow_self]
        exact differentiableAt_const _
      · simp only [Matrix.updateRow_ne hk]
        exact (hM k l).differentiableAt
    have hinv : (fun s => (M s)⁻¹ i j) =
        fun s => ((M s).det)⁻¹ * (M s).adjugate i j := by
      funext s
      rw [Matrix.inv_def, Ring.inverse_eq_inv', Matrix.smul_apply, smul_eq_mul]
    have hd : DifferentiableAt ℝ (fun s => (M s)⁻¹ i j) t := by
      rw [hinv]
      exact (hdet.inv h0).mul hadj
    exact hd.hasDerivAt
  -- differentiate the identity `M⁻¹ M = 1`
  have hz : N' * M t + (M t)⁻¹ * M' = 0 := by
    ext i j
    have h1 := hN.mul hM i j
    have h2 : HasDerivAt (fun s => ((M s)⁻¹ * M s) i j) 0 t := by
      refine (hasDerivAt_const t ((1 : Matrix n n ℂ) i j)).congr_of_eventuallyEq ?_
      filter_upwards [hev] with s hs
      simp only [Matrix.nonsing_inv_mul _ (isUnit_iff_ne_zero.mpr hs)]
    exact h1.unique h2
  have hN' : N' = -((M t)⁻¹ * M' * (M t)⁻¹) := by
    calc N' = N' * M t * (M t)⁻¹ := by
          rw [Matrix.mul_assoc, Matrix.mul_nonsing_inv _ (isUnit_iff_ne_zero.mpr h0),
            Matrix.mul_one]
      _ = -((M t)⁻¹ * M' * (M t)⁻¹) := by
          rw [eq_neg_of_add_eq_zero_left hz, neg_mul]
  rw [← hN']
  exact hN
```

## (d) The row replacements as a trace

**Task.** Let $M^{(i)}$ be $M$ with row $i$ replaced by row $i$ of $B$. For $\det M\neq0$, show that
$$\sum_i\det M^{(i)}=\det M\;\operatorname{tr}(M^{-1}B).$$

**Solution.** Expand along row $i$. The cofactors of that row do not involve its entries, so they are those of $M$, namely $\det M\,(M^{-1})_{ji}$. Hence
$$\det M^{(i)}=\sum_j B_{ij}\det M\,(M^{-1})_{ji}=\det M\,(BM^{-1})_{ii},$$
which is `hrow`. Sum over $i$ and use $\operatorname{tr}(BM^{-1})=\operatorname{tr}(M^{-1}B)$.

```lean
/-- A one-body operator acting on a Slater determinant, one electron at a time, multiplies it
by `tr (M⁻¹ B)`. -/
theorem sum_det_updateRow {M : Matrix n n ℂ} (B : Matrix n n ℂ) (h0 : M.det ≠ 0) :
    ∑ i, (M.updateRow i (B i)).det = M.det * (M⁻¹ * B).trace := by
  have hadj : M.adjugate = M.det • M⁻¹ := by
    rw [Matrix.inv_def, smul_smul, Ring.mul_inverse_cancel _ (isUnit_iff_ne_zero.mpr h0),
      one_smul]
  -- expand each determinant along the replaced row
  have hrow : ∀ i, (M.updateRow i (B i)).det = M.det * (B * M⁻¹) i i := by
    intro i
    rw [← Matrix.cramer_transpose_apply, Matrix.cramer_eq_adjugate_mulVec,
      ← Matrix.adjugate_transpose, hadj]
    simp only [Matrix.mulVec, dotProduct, Matrix.transpose_apply, Matrix.mul_apply,
      Matrix.smul_apply, smul_eq_mul, Finset.mul_sum]
    exact Finset.sum_congr rfl fun j _ => by ring
  rw [Matrix.trace_mul_comm]
  simp only [Matrix.trace, Matrix.diag_apply, Finset.mul_sum]
  exact Finset.sum_congr rfl fun i _ => hrow i
```

## (e) The derivative of the local energy

**Task.** Write $E$ for the local energy. For $\det M(t)\neq0$, show that
$$E'=\operatorname{tr}(M^{-1}B')-\operatorname{tr}(XM'),\qquad X=M^{-1}BM^{-1}.$$

**Solution.** Near $t$, part (d) gives $E=\operatorname{tr}(M^{-1}B)$ (`he`). By (a) and (c),
$$E'=\operatorname{tr}(-M^{-1}M'M^{-1}B+M^{-1}B')$$
(`htr`). Cyclicity of the trace turns $\operatorname{tr}(M^{-1}M'M^{-1}B)$ into $\operatorname{tr}(M^{-1}BM^{-1}M')$ (`hc`). For one electron, $X=b/m^2$.

```lean
/-- The local energy of a Slater determinant has the parameter derivative
`tr (M⁻¹ B') - tr (X M')` with `X = M⁻¹ B M⁻¹`. -/
theorem hasDerivAt_localEnergy {M B : ℝ → Matrix n n ℂ} {M' B' : Matrix n n ℂ} {t : ℝ}
    (hM : HasEntryDeriv M M' t) (hB : HasEntryDeriv B B' t) (h0 : (M t).det ≠ 0) :
    HasDerivAt (fun s => localEnergy (M s) (B s))
      (((M t)⁻¹ * B').trace - (forceMatrix (M t) (B t) * M').trace) t := by
  have hev := (differentiableAt_det fun i j =>
    (hM i j).differentiableAt).continuousAt.eventually_ne h0
  have htr : HasDerivAt (fun s => ((M s)⁻¹ * B s).trace)
      (-((M t)⁻¹ * M' * (M t)⁻¹) * B t + (M t)⁻¹ * B').trace t := by
    simp only [Matrix.trace, Matrix.diag_apply]
    exact HasDerivAt.fun_sum fun i _ => (hM.inv h0).mul hB i i
  have he : (fun s => localEnergy (M s) (B s)) =ᶠ[nhds t]
      fun s => ((M s)⁻¹ * B s).trace := by
    filter_upwards [hev] with s hs
    rw [localEnergy, sum_det_updateRow _ hs, mul_div_cancel_left₀ _ hs]
  -- cyclicity of the trace collects everything that multiplies `M'`
  have hc : ((M t)⁻¹ * M' * (M t)⁻¹ * B t).trace =
      ((M t)⁻¹ * B t * (M t)⁻¹ * M').trace := by
    rw [Matrix.mul_assoc ((M t)⁻¹ * M') (M t)⁻¹ (B t), Matrix.trace_mul_comm,
      ← Matrix.mul_assoc]
  refine (htr.congr_of_eventuallyEq he).congr_deriv ?_
  rw [Matrix.trace_add, neg_mul, Matrix.trace_neg, hc, forceMatrix]
  ring
```

## (f) All nuclear coordinates at once

**Task.** Let $M$ and $B$ depend on nuclear coordinates $R_a$, with $\det M(R)\neq0$. Show that one $X$ satisfies, for every $a$,
$$\partial_aE=\operatorname{tr}(M^{-1}\partial_aB)-\operatorname{tr}(X\,\partial_aM).$$

**Solution.** Vary $R_a$ alone and apply (e). The matrix $X$ is built from $M(R)$ and $B(R)$, so it does not depend on $a$. In Lean, `Function.update R a s` sets coordinate $a$ to $s$, and `∃ X` stands before `∀ a`. Only these partial derivatives are assumed to exist.

**Numbers.** Take
$$M=\begin{pmatrix}1&1\\0&1\end{pmatrix},\quad B=\begin{pmatrix}1&0\\2&3\end{pmatrix},\quad X=\begin{pmatrix}-1&-2\\2&1\end{pmatrix},$$
so that $E=2$. Let two coordinates leave $B$ unchanged.

- The first changes $M_{21}$ at unit rate. Then $\partial_1E=-X_{12}=2$, and directly $E=2/(1-s)$, with slope $2$ at $s=0$.
- The second changes $M_{11}$ at unit rate. Then $\partial_2E=-X_{11}=1$, and directly $E=(2+3s)/(1+s)$, with slope $1$ at $s=0$.

```lean
/-- At a nuclear configuration `R`, the derivatives of the local energy along all nuclear
coordinates `a` are given by the same two matrices `M⁻¹` and `X`. -/
theorem nuclear_gradient {κ : Type*} [DecidableEq κ] {M B : (κ → ℝ) → Matrix n n ℂ}
    {dM dB : κ → Matrix n n ℂ} {R : κ → ℝ}
    (hM : ∀ a, HasEntryDeriv (fun s => M (Function.update R a s)) (dM a) (R a))
    (hB : ∀ a, HasEntryDeriv (fun s => B (Function.update R a s)) (dB a) (R a))
    (h0 : (M R).det ≠ 0) :
    ∃ X, X = forceMatrix (M R) (B R) ∧ ∀ a,
      HasDerivAt (fun s => localEnergy (M (Function.update R a s)) (B (Function.update R a s)))
        (((M R)⁻¹ * dB a).trace - (X * dM a).trace) (R a) := by
  refine ⟨_, rfl, fun a => ?_⟩
  have h := hasDerivAt_localEnergy (hM a) (hB a) (by simpa using h0)
  simpa only [Function.update_eq_self] using h
```

## (g) Uniqueness of the matrix

**Task.** Let $\det M\neq0$ and fix $B$. Suppose that for every complex matrix $D$ the local energy of $M+sD$ has derivative $-\operatorname{tr}(YD)$ at $s=0$. Show that
$$Y=M^{-1}BM^{-1}.$$

**Solution.** By (e) with $M'=D$ and $B'=0$, $\operatorname{tr}(YD)=\operatorname{tr}(XD)$ for every $D$ (`htrace`). Choose $D$ with a single $1$ in row $j$, column $i$. Then $\operatorname{tr}(ZD)=Z_{ij}$ for any $Z$ (`key`), so $Y_{ij}=X_{ij}$. The hypothesis ranges over all variations of the orbital values, not just those produced by moving nuclei.

```lean
/-- If `-tr (Y D)` is the response of the local energy to every variation `D` of the Slater
matrix at fixed `B`, then `Y` is the matrix `X = M⁻¹ B M⁻¹`. -/
theorem forceMatrix_unique {M B Y : Matrix n n ℂ} (h0 : M.det ≠ 0)
    (h : ∀ D : Matrix n n ℂ,
      HasDerivAt (fun s : ℝ => localEnergy (M + s • D) B) (-(Y * D).trace) 0) :
    Y = forceMatrix M B := by
  have htrace : ∀ D : Matrix n n ℂ, (Y * D).trace = (forceMatrix M B * D).trace := by
    intro D
    have hM : HasEntryDeriv (fun s : ℝ => M + s • D) D 0 := fun i j =>
      (((hasDerivAt_id (0 : ℝ)).smul_const (D i j)).const_add (M i j)).congr_deriv
        (one_smul ℝ (D i j))
    have hB : HasEntryDeriv (fun _ : ℝ => B) 0 0 := fun i j => hasDerivAt_const 0 (B i j)
    have e := (h D).unique (hasDerivAt_localEnergy hM hB (by simpa using h0))
    simpa only [zero_smul, add_zero, Matrix.mul_zero, Matrix.trace_zero, zero_sub,
      neg_inj] using e
  ext i j
  -- a variation of a single orbital value picks out a single entry
  have key : ∀ Z : Matrix n n ℂ, (Z * Matrix.of fun k l =>
      if k = j then (if l = i then (1 : ℂ) else 0) else 0).trace = Z i j := by
    intro Z
    simp [Matrix.trace, Matrix.mul_apply]
  rw [← key Y, ← key (forceMatrix M B)]
  exact htrace _

end

end SlaterLocalEnergyForces
```

```lean
#print axioms SlaterLocalEnergyForces.nuclear_gradient
-- 'SlaterLocalEnergyForces.nuclear_gradient' depends on axioms: [propext, Classical.choice, Quot.sound]
#print axioms SlaterLocalEnergyForces.forceMatrix_unique
-- 'SlaterLocalEnergyForces.forceMatrix_unique' depends on axioms: [propext, Classical.choice, Quot.sound]
```
